# Saturation of the current through a Breit-Wigner resonance

Q. Take $\Gamma_L=\Gamma_R=1$ and $E_0=0$. Then $\Gamma=2$ and $T(E)=1/(E^2+1)$. The integral over $[-m,m]$ is $2\arctan m$, which equals $\pi/2$ at $m=1$, stays below $\pi$, and approaches $\pi$ as $m$ grows. I accept that. I doubt that a formal theorem about this integral says anything about a current.

A. It says something about a current once two inputs are granted. Breit-Wigner theory obtains the Lorentzian from a scattering or Green's-function description of the level, and Landauer theory obtains the current as an energy integral of the transmission; here both enter as definitions, and the theorems concern what follows from them. Your example already has the general mechanism. For a level at energy $E_0$ with positive partial widths $\Gamma_L$, $\Gamma_R$ and total width $\Gamma=\Gamma_L+\Gamma_R$, the transmission is $T(E)=\Gamma_L\Gamma_R/[(E-E_0)^2+\Gamma^2/4]$. Let $I$ be the zero-temperature current in units of $e/h$, that is, the integral of $T$ over the bias window from $\mu_1$ to $\mu_2$. Put $u=2(E-E_0)/\Gamma$, so that $dE=(\Gamma/2)\,du$ and
$$(E-E_0)^2+\frac{\Gamma^2}{4}=\frac{\Gamma^2}{4}(1+u^2).$$
Then
$$T\,dE=\Gamma_L\Gamma_R\cdot\frac{4}{\Gamma^2}\cdot\frac{\Gamma}{2}\,\frac{du}{1+u^2}=\frac{2\Gamma_L\Gamma_R}{\Gamma}\,\frac{du}{1+u^2},$$
and integration from $\mu_1$ to $\mu_2$ gives
$$I=\frac{2\Gamma_L\Gamma_R}{\Gamma}\left[\arctan\frac{2(\mu_2-E_0)}{\Gamma}-\arctan\frac{2(\mu_1-E_0)}{\Gamma}\right].$$
Each arctangent lies strictly between $-\pi/2$ and $\pi/2$, so the bracket is smaller than $\pi$ in magnitude and $|I|<I_{\rm sat}=2\pi\Gamma_L\Gamma_R/\Gamma$. When $\mu_2\to+\infty$ and $\mu_1\to-\infty$ the bracket tends to $\pi/2-(-\pi/2)=\pi$. In your case $I_{\rm sat}=\pi$.

Q. Show me the definitions. I want to see the width convention.

```lean
import Mathlib

open MeasureTheory Filter Topology Real

namespace BreitWignerCurrent

noncomputable section

/-- Breit-Wigner transmission at energy `E` through a level at `E0` coupled to the left and
right leads with partial widths `gL` and `gR`; the total width is `gL + gR`. -/
def transmission (gL gR E0 E : ℝ) : ℝ :=
  gL * gR / ((E - E0) ^ 2 + (gL + gR) ^ 2 / 4)
```

A. The reals `gL` and `gR` are $\Gamma_L$ and $\Gamma_R$, in units of energy. The denominator contains `(gL + gR) ^ 2 / 4`, so $T$ falls to half its peak value $4\Gamma_L\Gamma_R/\Gamma^2$ at $E_0\pm\Gamma/2$, and $\Gamma$ is the full width at half maximum. The widths are constants, which is the wide-band idealisation. There is one level, one channel per lead, no non-resonant background and no interaction.

```lean
/-- Zero-temperature Landauer current in units of `e/h`: the transmission integrated over the
bias window from `m1` to `m2`. -/
def current (gL gR E0 m1 m2 : ℝ) : ℝ :=
  ∫ E in m1..m2, transmission gL gR E0 E
```

Q. Why should this integral be called a current?

A. The Landauer expression is $(e/h)\int T\,(f_L-f_R)\,dE$ for one spin species. At zero temperature the occupations are steps, and $f_L-f_R$ equals $1$ between $\mu_R$ and $\mu_L$ when $\mu_R<\mu_L$. So `m1` is $\mu_R$, `m2` is $\mu_L$, and the factor $e/h$ is left off; `current` has the dimension of an energy. The integral `∫ E in m1..m2` is oriented. For `m2` below `m1` it changes sign, as the current does under bias reversal, and no ordering of the edges is assumed anywhere.

```lean
/-- The saturation value `2 π gL gR / (gL + gR)`. -/
def saturation (gL gR : ℝ) : ℝ :=
  2 * π * gL * gR / (gL + gR)

/-- The function `(2 gL gR / G) arctan (2 (E - E0) / G)` of energy, with `G = gL + gR`. -/
def primitive (gL gR E0 E : ℝ) : ℝ :=
  2 * gL * gR / (gL + gR) * arctan (2 * (E - E0) / (gL + gR))
```

With $e/h$ restored, `saturation` is $(e/\hbar)\,\Gamma_L\Gamma_R/(\Gamma_L+\Gamma_R)$, that is, $e$ times the two tunnelling rates $\Gamma_{L,R}/\hbar$ combined in series. The function `primitive` is the antiderivative found by the substitution.

Q. In a real junction the level moves with the bias and the widths depend on energy.

A. Energy-dependent widths are outside this model. A level that moves with the bias is covered in part. The closed form and the bound hold for every `E0`, so they can be applied at each bias separately with whatever level position that bias produces, but the limit is taken at fixed `E0`. Within the non-interacting, single-level, wide-band model of a quantum dot or molecular junction, the result gives the plateau that the current approaches when the edges of the bias window lie far from the level on opposite sides, and an exact value against which a numerical energy quadrature of this transmission can be checked.

Q. The formal proof surely does not substitute variables as you did.

A. It checks the antiderivative by differentiating, which is the same computation read backwards. Two properties of $T$ come first. The numerator is positive by `hL` and `hR`, and the denominator is at least $\Gamma^2/4>0$, so $T$ is positive, and it is continuous as a quotient with nonvanishing denominator.

```lean
variable {gL gR : ℝ}

/-- The transmission is positive at every energy. -/
theorem transmission_pos (hL : 0 < gL) (hR : 0 < gR) (E0 E : ℝ) :
    0 < transmission gL gR E0 E := by
  unfold transmission
  positivity

/-- The transmission is a continuous function of energy. -/
theorem continuous_transmission (hL : 0 < gL) (hR : 0 < gR) (E0 : ℝ) :
    Continuous (transmission gL gR E0) := by
  have hn : Continuous fun _ : ℝ => gL * gR := continuous_const
  have hc : Continuous fun E : ℝ => (E - E0) ^ 2 + (gL + gR) ^ 2 / 4 := by fun_prop
  have hp : ∀ E : ℝ, (E - E0) ^ 2 + (gL + gR) ^ 2 / 4 ≠ 0 := fun E => by positivity
  exact hn.div hc hp
```

In `hasDerivAt_primitive`, `h1` is $du/dE=2/\Gamma$. The term `h1.arctan` applies the chain rule and gives $\frac{1}{1+u^2}\cdot\frac{2}{\Gamma}$, and `const_mul` attaches the prefactor. The identity `key` shows that this product is the Lorentzian: with $x=E-E_0$ and $D=x^2+\Gamma^2/4$, its inner step is $1+u^2=4D/\Gamma^2$, after which
$$\frac{2\Gamma_L\Gamma_R}{\Gamma}\cdot\frac{\Gamma^2}{4D}\cdot\frac{2}{\Gamma}=\frac{\Gamma_L\Gamma_R}{D}.$$

```lean
/-- The energy derivative of the arctangent function `primitive` is the transmission. -/
theorem hasDerivAt_primitive (hL : 0 < gL) (hR : 0 < gR) (E0 E : ℝ) :
    HasDerivAt (primitive gL gR E0) (transmission gL gR E0 E) E := by
  have hG : 0 < gL + gR := add_pos hL hR
  have h0 := (((hasDerivAt_id' E).sub_const E0).const_mul 2).div_const (gL + gR)
  have h1 : HasDerivAt (fun x : ℝ => 2 * (x - E0) / (gL + gR)) (2 / (gL + gR)) E :=
    h0.congr_deriv (by ring)
  -- the chain-rule expression is the Lorentzian
  have key : ∀ x G : ℝ, 0 < G →
      2 * gL * gR / G * (1 / (1 + (2 * x / G) ^ 2) * (2 / G))
        = gL * gR / (x ^ 2 + G ^ 2 / 4) := by
    intro x G hG'
    have hG0 : G ≠ 0 := hG'.ne'
    have h : 1 + (2 * x / G) ^ 2 = 4 * (x ^ 2 + G ^ 2 / 4) / G ^ 2 := by
      field_simp
      ring
    have hD : x ^ 2 + G ^ 2 / 4 ≠ 0 := by positivity
    rw [h]
    generalize x ^ 2 + G ^ 2 / 4 = D at hD ⊢
    field_simp
    ring
  exact (h1.arctan.const_mul (2 * gL * gR / (gL + gR))).congr_deriv
    (key (E - E0) (gL + gR) hG)
```

The fundamental theorem of calculus, `intervalIntegral.integral_eq_sub_of_hasDerivAt`, needs the derivative at each point of the window and integrability on it, which continuity supplies. It returns the difference of `primitive` at the two edges, and factoring out the prefactor gives the closed form.

```lean
/-- Closed form of the current through the resonance for an arbitrary bias window. -/
theorem current_eq (hL : 0 < gL) (hR : 0 < gR) (E0 m1 m2 : ℝ) :
    current gL gR E0 m1 m2 = 2 * gL * gR / (gL + gR) *
      (arctan (2 * (m2 - E0) / (gL + gR)) - arctan (2 * (m1 - E0) / (gL + gR))) := by
  have h : ∫ E in m1..m2, transmission gL gR E0 E
      = primitive gL gR E0 m2 - primitive gL gR E0 m1 :=
    intervalIntegral.integral_eq_sub_of_hasDerivAt
      (fun E _ => hasDerivAt_primitive hL hR E0 E)
      ((continuous_transmission hL hR E0).intervalIntegrable m1 m2)
  rw [mul_sub]
  exact h
```

Q. The bound is claimed to be strict. Is that for every window, including reversed ones?

A. Yes, `abs_current_lt` bounds the absolute value for all real `m1` and `m2`. The step `hs` writes $I_{\rm sat}$ as the positive prefactor times $\pi$, so the claim reduces to the bracket being smaller than $\pi$ in magnitude. The four inequalities `a1`, `a2`, `b1`, `b2` are the strict arctangent bounds at the two edges, and `linarith` adds them in pairs. Strictness depends on both widths being positive. With $\Gamma_L=0$ and $\Gamma_R>0$ the transmission vanishes, current and saturation value are both zero, and the strict inequality is false.

```lean
/-- For every finite bias window the magnitude of the current is strictly below the
saturation value. -/
theorem abs_current_lt (hL : 0 < gL) (hR : 0 < gR) (E0 m1 m2 : ℝ) :
    |current gL gR E0 m1 m2| < saturation gL gR := by
  have hc : 0 < 2 * gL * gR / (gL + gR) := by positivity
  have hs : saturation gL gR = 2 * gL * gR / (gL + gR) * π := by
    unfold saturation
    ring
  rw [current_eq hL hR, abs_mul, abs_of_pos hc, hs]
  apply mul_lt_mul_of_pos_left _ hc
  -- both arctangents lie strictly between -π/2 and π/2
  have a1 := arctan_lt_pi_div_two (2 * (m1 - E0) / (gL + gR))
  have a2 := arctan_lt_pi_div_two (2 * (m2 - E0) / (gL + gR))
  have b1 := neg_pi_div_two_lt_arctan (2 * (m1 - E0) / (gL + gR))
  have b2 := neg_pi_div_two_lt_arctan (2 * (m2 - E0) / (gL + gR))
  exact abs_lt.2 ⟨by linarith, by linarith⟩
```

Q. A window from $-m$ to $m$ is symmetric about the zero of energy, not about the level. Does that choice hide something?

A. No, because `tendsto_current` is more general. The edges `a i` and `b i` are indexed by any type and followed along any filter `l`, which covers sequences and continuous parameters alike. The only conditions are `ha`, that the lower edge goes to $-\infty$, and `hb`, that the upper edge goes to $+\infty$, at unrelated rates. In the proof, `ha1` and `hb1` say that shifting by $E_0$ and scaling by $2/\Gamma>0$ preserves the divergence, `ha2` and `hb2` are the limits $-\pi/2$ and $+\pi/2$ of the arctangents, and the last line subtracts them and multiplies by the prefactor.

```lean
/-- Along any family of bias windows whose lower edge goes to `-∞` and whose upper edge goes
to `+∞`, the current tends to the saturation value. -/
theorem tendsto_current (hL : 0 < gL) (hR : 0 < gR) (E0 : ℝ) {ι : Type*} {l : Filter ι}
    {a b : ι → ℝ} (ha : Tendsto a l atBot) (hb : Tendsto b l atTop) :
    Tendsto (fun i => current gL gR E0 (a i) (b i)) l (𝓝 (saturation gL gR)) := by
  have hG : 0 < gL + gR := add_pos hL hR
  have h2 : (0 : ℝ) < 2 := by norm_num
  -- the scaled detunings diverge
  have ha1 : Tendsto (fun i => 2 * (a i - E0) / (gL + gR)) l atBot := by
    simpa only [sub_eq_add_neg] using
      ((tendsto_atBot_add_const_right l (-E0) ha).const_mul_atBot h2).atBot_div_const hG
  have hb1 : Tendsto (fun i => 2 * (b i - E0) / (gL + gR)) l atTop := by
    simpa only [sub_eq_add_neg] using
      ((tendsto_atTop_add_const_right l (-E0) hb).const_mul_atTop h2).atTop_div_const hG
  have ha2 : Tendsto (fun i => arctan (2 * (a i - E0) / (gL + gR))) l (𝓝 (-(π / 2))) :=
    (tendsto_arctan_atBot.mono_right nhdsWithin_le_nhds).comp ha1
  have hb2 : Tendsto (fun i => arctan (2 * (b i - E0) / (gL + gR))) l (𝓝 (π / 2)) :=
    (tendsto_arctan_atTop.mono_right nhdsWithin_le_nhds).comp hb1
  have hs : saturation gL gR = 2 * gL * gR / (gL + gR) * (π / 2 - -(π / 2)) := by
    unfold saturation
    ring
  rw [hs]
  exact ((hb2.sub ha2).const_mul (2 * gL * gR / (gL + gR))).congr
    (fun i => (current_eq hL hR E0 (a i) (b i)).symm)
```

The main theorem collects three statements for positive widths and arbitrary `E0`: the closed form for all edges, the one-sided bound $I<I_{\rm sat}$ for all edges, and convergence of `current gL gR E0 (-m) m` to the saturation value as $m\to\infty$. The last is the case $a=-m$, $b=m$ of the general limit.

```lean
/-- Current through a Breit-Wigner resonance: it has the arctangent closed form, stays
strictly below the saturation value for every window, and tends to that value for the
symmetric window from `-m` to `m` as `m` grows without bound. -/
theorem breit_wigner_current (hL : 0 < gL) (hR : 0 < gR) (E0 : ℝ) :
    (∀ m1 m2, current gL gR E0 m1 m2 = 2 * gL * gR / (gL + gR) *
      (arctan (2 * (m2 - E0) / (gL + gR)) - arctan (2 * (m1 - E0) / (gL + gR)))) ∧
    (∀ m1 m2, current gL gR E0 m1 m2 < saturation gL gR) ∧
    Tendsto (fun m => current gL gR E0 (-m) m) atTop (𝓝 (saturation gL gR)) := by
  have hneg : Tendsto (fun m : ℝ => -m) atTop atBot := tendsto_neg_atTop_atBot
  have hid : Tendsto (fun m : ℝ => m) atTop atTop := tendsto_id
  exact ⟨current_eq hL hR E0,
    fun m1 m2 => (abs_lt.1 (abs_current_lt hL hR E0 m1 m2)).2,
    tendsto_current hL hR E0 hneg hid⟩
```

Q. My example gave exactly half the plateau at $m=1$. Is that an accident of symmetric coupling?

A. It holds for any positive widths. At the edges $E_0\pm\Gamma/2$ one has $u=\pm1$, which are `h1` and `h2`. The bracket is $\pi/4-(-\pi/4)=\pi/2$, half of $\pi$. An energy grid that covers only the full width at half maximum of this Lorentzian therefore spans half of its area.

```lean
/-- The bias window of width `gL + gR` centred on the level carries exactly half of the
saturation value. -/
theorem current_half_width (hL : 0 < gL) (hR : 0 < gR) (E0 : ℝ) :
    current gL gR E0 (E0 - (gL + gR) / 2) (E0 + (gL + gR) / 2) = saturation gL gR / 2 := by
  have hG : 0 < gL + gR := add_pos hL hR
  have h1 : 2 * (E0 + (gL + gR) / 2 - E0) / (gL + gR) = 1 := by
    rw [div_eq_iff hG.ne']
    ring
  have h2 : 2 * (E0 - (gL + gR) / 2 - E0) / (gL + gR) = -1 := by
    rw [div_eq_iff hG.ne']
    ring
  rw [current_eq hL hR, h1, h2, arctan_neg, arctan_one]
  unfold saturation
  ring
```

Q. A limit of symmetric windows is only a principal value. It need not be the integral over the whole axis.

A. That gap is closed by `integral_transmission`. Since $T>0$, the integral of $|T|$ over $(-m,m]$ is the current itself and is bounded by $I_{\rm sat}$ uniformly in $m$; `integrable_of_intervalIntegral_norm_bounded` turns this into Lebesgue integrability on the real line. For an integrable function the window integrals converge to the full integral, they also converge to $I_{\rm sat}$, and `tendsto_nhds_unique` identifies the two limits. Integrability is also written into the next theorem, because Lean gives the integral of a non-integrable function the value zero, and an upper bound on such an integral would be empty.

```lean
/-- The transmission is integrable over the whole energy axis and its integral is the
saturation value. -/
theorem integral_transmission (hL : 0 < gL) (hR : 0 < gR) (E0 : ℝ) :
    Integrable (transmission gL gR E0) ∧
      ∫ E, transmission gL gR E0 E = saturation gL gR := by
  have hneg : Tendsto (fun m : ℝ => -m) atTop atBot := tendsto_neg_atTop_atBot
  have hid : Tendsto (fun m : ℝ => m) atTop atTop := tendsto_id
  have hn : ∀ x, ‖transmission gL gR E0 x‖ = transmission gL gR E0 x :=
    fun x => Real.norm_of_nonneg (transmission_pos hL hR E0 x).le
  -- the uniform bound on finite windows gives integrability
  have hint : Integrable (transmission gL gR E0) := by
    refine integrable_of_intervalIntegral_norm_bounded (saturation gL gR) ?_ hneg hid ?_
    · intro m
      exact (continuous_transmission hL hR E0).integrableOn_Icc.mono_set
        Set.Ioc_subset_Icc_self
    · refine Eventually.of_forall fun m => ?_
      simp only [hn]
      exact (abs_lt.1 (abs_current_lt hL hR E0 (-m) m)).2.le
  exact ⟨hint, tendsto_nhds_unique (intervalIntegral_tendsto_integral hint hneg hid)
    (tendsto_current hL hR E0 hneg hid)⟩
```

Q. Zero temperature is still a severe restriction. What survives at finite temperature?

A. An inequality survives, for occupations more general than thermal ones. Let $f_L$ and $f_R$ be measurable with values in $[0,1]$. Then $|f_L-f_R|\le1$, which is `hf`, so $|T(f_L-f_R)|\le T$ pointwise, which is `bound`. Domination by the integrable $T$ gives integrability through `hint.mono'`, and
$$\left|\int T\,(f_L-f_R)\,dE\right|\le\int T\,dE=I_{\rm sat}.$$
The inequality cannot be strict in this generality, since $f_L=1$, $f_R=0$ gives equality. Without the restriction to $[0,1]$ the bound can fail: $f_L=2$, $f_R=0$ gives $2I_{\rm sat}$. No theorem here checks that step occupations reduce this integral to `current`, or that Fermi functions meet the hypotheses `mL`, `mR`, `oL`, `oR`. No closed form or high-bias limit at finite temperature is derived.

```lean
/-- For arbitrary measurable lead occupations `fL`, `fR` with values in `[0, 1]`, the Landauer
integrand `T (fL - fR)` is integrable and the magnitude of its integral is at most the
saturation value. -/
theorem abs_landauer_le (hL : 0 < gL) (hR : 0 < gR) (E0 : ℝ) {fL fR : ℝ → ℝ}
    (mL : Measurable fL) (mR : Measurable fR)
    (oL : ∀ E, 0 ≤ fL E ∧ fL E ≤ 1) (oR : ∀ E, 0 ≤ fR E ∧ fR E ≤ 1) :
    Integrable (fun E => transmission gL gR E0 E * (fL E - fR E)) ∧
      |∫ E, transmission gL gR E0 E * (fL E - fR E)| ≤ saturation gL gR := by
  obtain ⟨hint, hval⟩ := integral_transmission hL hR E0
  -- the integrand is dominated by the transmission
  have bound : ∀ E, ‖transmission gL gR E0 E * (fL E - fR E)‖ ≤ transmission gL gR E0 E := by
    intro E
    have hT := transmission_pos hL hR E0 E
    have hf : |fL E - fR E| ≤ 1 :=
      abs_le.2 ⟨by linarith [(oL E).1, (oR E).2], by linarith [(oL E).2, (oR E).1]⟩
    rw [Real.norm_eq_abs, abs_mul, abs_of_pos hT]
    calc transmission gL gR E0 E * |fL E - fR E|
        ≤ transmission gL gR E0 E * 1 := mul_le_mul_of_nonneg_left hf hT.le
      _ = transmission gL gR E0 E := mul_one _
  have meas : Measurable fun E => transmission gL gR E0 E * (fL E - fR E) :=
    (continuous_transmission hL hR E0).measurable.mul (mL.sub mR)
  refine ⟨hint.mono' meas.aestronglyMeasurable (ae_of_all _ bound), ?_⟩
  rw [← hval, ← Real.norm_eq_abs]
  exact norm_integral_le_of_norm_le hint (ae_of_all _ bound)
```

Q. At fixed total width, which partition carries the most current?

A. The symmetric one. Using $\Gamma^2-4\Gamma_L\Gamma_R=(\Gamma_L-\Gamma_R)^2$,
$$\frac{\pi\Gamma}{2}-\frac{2\pi\Gamma_L\Gamma_R}{\Gamma}=\frac{\pi\,(\Gamma^2-4\Gamma_L\Gamma_R)}{2\Gamma}=\frac{\pi\,(\Gamma_L-\Gamma_R)^2}{2\Gamma}.$$
This identity is `key` in `saturation_le`. The right side is nonnegative, which gives $I_{\rm sat}\le\pi\Gamma/2$. It is strictly positive when the widths differ, which excludes equality by contradiction, and it vanishes when they agree. Your case has $\Gamma=2$ and $I_{\rm sat}=\pi=\pi\Gamma/2$.

```lean
/-- The saturation value is at most `π (gL + gR) / 2`, with equality exactly for symmetric
coupling `gL = gR`. -/
theorem saturation_le (hL : 0 < gL) (hR : 0 < gR) :
    saturation gL gR ≤ π * (gL + gR) / 2 ∧
      (saturation gL gR = π * (gL + gR) / 2 ↔ gL = gR) := by
  have hG : gL + gR ≠ 0 := (add_pos hL hR).ne'
  -- the deficit is proportional to the squared coupling asymmetry
  have key : π * (gL + gR) / 2 - saturation gL gR
      = π * (gL - gR) ^ 2 / (2 * (gL + gR)) := by
    unfold saturation
    field_simp
    ring
  refine ⟨?_, ?_, ?_⟩
  · have h : 0 ≤ π * (gL - gR) ^ 2 / (2 * (gL + gR)) := by positivity
    linarith
  · intro h
    by_contra hne
    have hsq : 0 < (gL - gR) ^ 2 :=
      lt_of_le_of_ne (sq_nonneg _) (pow_ne_zero 2 (sub_ne_zero.2 hne)).symm
    have hpos : 0 < π * (gL - gR) ^ 2 / (2 * (gL + gR)) :=
      div_pos (mul_pos pi_pos hsq) (by positivity)
    linarith
  · intro h
    have h0 : π * (gL - gR) ^ 2 / (2 * (gL + gR)) = 0 := by
      rw [h]
      simp
    linarith

end

end BreitWignerCurrent
```

```lean
#print axioms BreitWignerCurrent.breit_wigner_current
#print axioms BreitWignerCurrent.current_half_width
#print axioms BreitWignerCurrent.abs_landauer_le
#print axioms BreitWignerCurrent.saturation_le
```

```
'BreitWignerCurrent.breit_wigner_current' depends on axioms: [propext, Classical.choice, Quot.sound]
'BreitWignerCurrent.current_half_width' depends on axioms: [propext, Classical.choice, Quot.sound]
'BreitWignerCurrent.abs_landauer_le' depends on axioms: [propext, Classical.choice, Quot.sound]
'BreitWignerCurrent.saturation_le' depends on axioms: [propext, Classical.choice, Quot.sound]
```
